# A lower bound on the energy of two electrons in the Hubbard dimer

The Hubbard dimer here holds one spin-up and one spin-down electron on two sites, with hopping `t > 0` and an on-site interaction `U` that may be any real number. `ground_variational` states that vᵀHv ≥ E (v·v) for every real vector v of four amplitudes, where E = (U − √(U² + 16t²))/2. The vector need not be normalised; for nonzero v, dividing by v·v says that the energy expectation is at least E. The proof writes both sides out in the amplitudes and uses E² = UE + 4t² to show that their difference, multiplied by the positive number −E, is a sum of squares. It then has to cancel the factor −E.

This version doesn't compile in Lean 4 with Mathlib:

```lean
import Mathlib

open Matrix Filter Topology

namespace GroundVariational

noncomputable section

/-- Hubbard dimer Hamiltonian for one spin-up and one spin-down electron, with on-site
repulsion `U` and hopping `t`, in the site basis LL, LR, RL, RR. -/
def dimerH (U t : ℝ) : Matrix (Fin 4) (Fin 4) ℝ :=
  !![U, -t, -t, 0; -t, 0, 0, -t; -t, 0, 0, -t; 0, -t, -t, U]

/-- The energy `(U - sqrt (U² + 16 t²)) / 2` of the dimer. -/
def groundEnergy (U t : ℝ) : ℝ := (U - Real.sqrt (U ^ 2 + 16 * t ^ 2)) / 2

/-- The energy `groundEnergy U t` solves the secular equation `E² = U E + 4 t²`. -/
theorem groundEnergy_secular (U t : ℝ) :
    groundEnergy U t ^ 2 = U * groundEnergy U t + 4 * t ^ 2 := by
  have h := Real.sq_sqrt (show 0 ≤ U ^ 2 + 16 * t ^ 2 by positivity)
  unfold groundEnergy
  linear_combination h / 4

/-- Variational bound: for `t > 0`, no real two-electron state has an energy expectation
below `groundEnergy U t`. -/
theorem ground_variational (U : ℝ) {t : ℝ} (ht : 0 < t) (v : Fin 4 → ℝ) :
    groundEnergy U t * (v ⬝ᵥ v) ≤ v ⬝ᵥ (dimerH U t *ᵥ v) := by
  have hq := groundEnergy_secular U t
  have hneg : groundEnergy U t < 0 := by
    have h : U < Real.sqrt (U ^ 2 + 16 * t ^ 2) := by
      apply Real.lt_sqrt_of_sq_lt
      have := pow_pos ht 2
      linarith
    unfold groundEnergy
    linarith
  have h1 : v ⬝ᵥ (dimerH U t *ᵥ v) =
      U * (v 0 ^ 2 + v 3 ^ 2) - 2 * t * (v 0 + v 3) * (v 1 + v 2) := by
    simp [dimerH, Matrix.mulVec, dotProduct, Fin.sum_univ_four]
    ring
  have h2 : v ⬝ᵥ v = v 0 ^ 2 + v 1 ^ 2 + v 2 ^ 2 + v 3 ^ 2 := by
    simp only [dotProduct, Fin.sum_univ_four]
    ring
  rw [h1, h2]
  generalize groundEnergy U t = E at hq hneg ⊢
  -- the energy above `E`, multiplied by `-E > 0`, is a sum of squares
  have hs : -E * (U * (v 0 ^ 2 + v 3 ^ 2) - 2 * t * (v 0 + v 3) * (v 1 + v 2)
      - E * (v 0 ^ 2 + v 1 ^ 2 + v 2 ^ 2 + v 3 ^ 2)) =
      (2 * t * (v 0 + v 3) + E * (v 1 + v 2)) ^ 2 / 2
      + 2 * (t * (v 0 - v 3)) ^ 2 + (E * (v 1 - v 2)) ^ 2 / 2 := by
    linear_combination (v 0 ^ 2 + v 3 ^ 2) * hq
  have hpos := (mul_nonneg_iff_of_pos_left (show 0 < -E by linarith)).mp
    (hs ▸ (by positivity))
  linarith

end

end GroundVariational
```

Compiling this gives:

```
Main.lean:52:11: error: invalid 'by' tactic, expected type has not been provided
Main.lean:52:5: error: invalid `▸` notation, the equality
  hs
has type 
  -E * (U * (v 0 ^ 2 + v 3 ^ 2) - 2 * t * (v 0 + v 3) * (v 1 + v 2) - E * (v 0 ^ 2 + v 1 ^ 2 + v 2 ^ 2 + v 3 ^ 2)) =
    (2 * t * (v 0 + v 3) + E * (v 1 + v 2)) ^ 2 / 2 + 2 * (t * (v 0 - v 3)) ^ 2 + (E * (v 1 - v 2)) ^ 2 / 2
but neither side of the equality is mentioned in the type
  ?m.615
Main.lean:27:60: error: unsolved goals
U t : ℝ
ht : 0 < t
v : Fin 4 → ℝ
h1 : v ⬝ᵥ dimerH U t *ᵥ v = U * (v 0 ^ 2 + v 3 ^ 2) - 2 * t * (v 0 + v 3) * (v 1 + v 2)
h2 : v ⬝ᵥ v = v 0 ^ 2 + v 1 ^ 2 + v 2 ^ 2 + v 3 ^ 2
E : ℝ
hq : E ^ 2 = U * E + 4 * t ^ 2
hneg : E < 0
hs :
  -E * (U * (v 0 ^ 2 + v 3 ^ 2) - 2 * t * (v 0 + v 3) * (v 1 + v 2) - E * (v 0 ^ 2 + v 1 ^ 2 + v 2 ^ 2 + v 3 ^ 2)) =
    (2 * t * (v 0 + v 3) + E * (v 1 + v 2)) ^ 2 / 2 + 2 * (t * (v 0 - v 3)) ^ 2 + (E * (v 1 - v 2)) ^ 2 / 2
⊢ E * (v 0 ^ 2 + v 1 ^ 2 + v 2 ^ 2 + v 3 ^ 2) ≤ U * (v 0 ^ 2 + v 3 ^ 2) - 2 * t * (v 0 + v 3) * (v 1 + v 2)
```

The algebra is sound: `hs`, the sum-of-squares identity, is proved. The failure is in the step that cancels −E. `mul_nonneg_iff_of_pos_left` turns `0 ≤ -E * b` into `0 ≤ b`, but `hpos` is introduced without a stated type, so nothing tells Lean what `b` is. The term `hs ▸ (by positivity)` was meant to supply it, but `▸` needs a known type in which to rewrite, and `by` needs a known statement to prove. The first two messages report these two gaps; `?m.615` is the undetermined type. The third shows the main inequality left open because `hpos` failed.

The repair works back from the goal. `sub_nonneg.mp` reduces the inequality to the nonnegativity of a difference, which fixes `b`. The `?_` in `refine` leaves the product of −E and that difference to be proved nonnegative. Now `rw [hs]` has a definite expression to rewrite into the sum of squares, and `positivity` proves that sum nonnegative. The final `linarith` is no longer needed, since `sub_nonneg.mp` already yields the inequality.

This version goes through:

```diff
@@ -49,7 +49,7 @@
       + 2 * (t * (v 0 - v 3)) ^ 2 + (E * (v 1 - v 2)) ^ 2 / 2 := by
     linear_combination (v 0 ^ 2 + v 3 ^ 2) * hq
-  have hpos := (mul_nonneg_iff_of_pos_left (show 0 < -E by linarith)).mp
-    (hs ▸ (by positivity))
-  linarith
+  refine sub_nonneg.mp ((mul_nonneg_iff_of_pos_left (show 0 < -E by linarith)).mp ?_)
+  rw [hs]
+  positivity
 
 end
```
